# The 2/5-power law at large reduced gradient for a model hole with a positive quadratic gradient term, cut off at unit charge

Suppose an exchange enhancement factor is tabulated from a model hole that has the right sign everywhere and is cut off at unit charge. Each value of the reduced density gradient $s$ then takes two operations. The code solves for the radius at which the hole contains exactly one electron, then integrates the hole over inverse distance out to that radius. At the large-$s$ end of the table, a known limit is useful for checking both operations and for continuing the curve beyond the last grid point.

## The limit for the hole $a+bs^2u^2$

Let $u$ be the distance from the reference electron, and let the spherically averaged depth of the hole be

$$h(u)=a+b\,s^2u^2,\qquad a\ge 0,\quad b>0 .$$

Here $a$ is the on-top depth, at $u=0$, and $b$ sets the strength of the gradient correction. Depth is counted as positive, so the hole density is $-h$. Lengths are in units of $n^{-1/3}$ and depths in units of $n$, where $n$ is the electron density at the reference electron.

The cutoff radius $R(s)>0$ is fixed by the sum rule that the hole removes one electron:

$$\int_0^{R}4\pi u^2h(u)\,du=1 .$$

For every $s>0$ there is exactly one such radius. The inverse-distance moment $W(s)=\int_0^{R(s)}4\pi u\,h(u)\,du$ then satisfies

$$\frac{W(s)}{s^{2/5}}\;\longrightarrow\;\frac54\left(\frac{4\pi b}{5}\right)^{1/5}\qquad(s\to\infty).$$

The on-top depth $a$ does not appear in the limit. If $a=0$, the two sides are equal at every $s>0$.

## Checking the tail of an enhancement factor

The exchange energy per electron is minus one half of the moment, up to the density scaling. For a semilocal functional built from this polynomial hole, the enhancement factor therefore inherits the growth $s^{2/5}$.

A test can compare the computed $W(s)/s^{2/5}$ with the constant at a few large values of $s$. Expanding by hand to the next order suggests a deviation of order $s^{-6/5}$ when $a>0$, which helps in choosing a tolerance. A run with $a=0$ is a sharper test of the gradient term, because the exact value is then known at every $s>0$ and the tolerance need only cover numerical error.

The same analysis supplies a bracket for the root finder. At the radius $(5/(4\pi b))^{1/5}s^{-2/5}$ the gradient term alone encloses unit charge, so the cutoff lies at or below it.

## From unit charge to the power 2/5

Integrating the two polynomials gives

$$Q(R)=4\pi\left(\frac{aR^3}{3}+\frac{bs^2R^5}{5}\right),\qquad
W=4\pi\left(\frac{aR^2}{2}+\frac{bs^2R^4}{4}\right),$$

where $Q(R)$ is the charge inside radius $R$.

**One cutoff for each $s$.** Since $a\ge0$ and $bs^2>0$, $Q$ increases strictly with $R$, starting from $Q(0)=0$. Take $M=1+5/(4\pi bs^2)$. Because $M\ge1$, we have $M^5\ge M\ge 5/(4\pi bs^2)$, and hence $Q(M)\ge1$. By continuity $Q$ takes the value 1 somewhere in $[0,M]$. The radius is not zero, and strict growth makes it unique.

**Scaled radius.** Put $X=s^{2/5}R$ and $C=5/(4\pi b)$. Then $X^5=s^2R^5$, and the condition $Q(R)=1$ becomes

$$X^5=C\left(1-\frac{4\pi aR^3}{3}\right).$$

The bracket is at most 1, so $X^5\le C$. This forces $X\le 1+C$: if $X$ were larger, it would exceed 1, and then $X^5\ge X>C$. Therefore

$$0<R\le\frac{1+C}{s^{2/5}}\longrightarrow0 .$$

With $R\to0$ the bracket tends to 1, so $X^5\to C$ and $X\to c$, where $c=C^{1/5}$.

**Moment.** Since $s^2R^4=s^{2/5}X^4$,

$$\frac{W}{s^{2/5}}=\frac{2\pi aR^2}{s^{2/5}}+\pi b\,X^4\longrightarrow \pi b\,c^4 .$$

To simplify the constant, let $K=(4\pi b/5)^{1/5}$. Then $cK=1$, $c^5=C$ and $\pi bC=5/4$, so

$$\pi b\,c^4=\pi b\,c^4(cK)=\pi b\,C\,K=\frac54K .$$

If $a=0$, the equation for $X$ reads $X^5=C$ at every $s>0$. Then $X=c$ and $W=\tfrac54K\,s^{2/5}$ without a limit.

## Lean source

```lean
import Mathlib

open Real Filter Topology

namespace RealSpaceCutoffHole

noncomputable section

/-- Depth of the model hole at distance `u` from the reference electron, for reduced
gradient `s`: an on-top value `a` plus a gradient term `b s² u²`. -/
def holeDepth (a b s u : ℝ) : ℝ := a + b * s ^ 2 * u ^ 2

/-- Charge of the hole inside the sphere of radius `R`. -/
def holeCharge (a b s R : ℝ) : ℝ := ∫ u in (0 : ℝ)..R, 4 * π * u ^ 2 * holeDepth a b s u

/-- Inverse-distance moment of the hole cut off at radius `R`: the integral of the hole
depth divided by `u` over the sphere. -/
def holeMoment (a b s R : ℝ) : ℝ := ∫ u in (0 : ℝ)..R, 4 * π * u * holeDepth a b s u

/-- `R` is a cutoff radius: it is positive and the sphere of radius `R` encloses unit
hole charge. -/
def IsCutoff (a b s R : ℝ) : Prop := 0 < R ∧ holeCharge a b s R = 1

/-- The enclosed hole charge in closed form. -/
theorem holeCharge_eq (a b s R : ℝ) :
    holeCharge a b s R = 4 * π * (a * R ^ 3 / 3 + b * s ^ 2 * R ^ 5 / 5) := by
  have h : ∀ u ∈ Set.uIcc 0 R, HasDerivAt
      (fun v : ℝ => 4 * π * a / 3 * v ^ 3 + 4 * π * b * s ^ 2 / 5 * v ^ 5)
      (4 * π * u ^ 2 * holeDepth a b s u) u := by
    intro u _
    refine (((hasDerivAt_pow 3 u).const_mul (4 * π * a / 3)).fun_add
      ((hasDerivAt_pow 5 u).const_mul (4 * π * b * s ^ 2 / 5))).congr_deriv ?_
    simp only [holeDepth, Nat.cast_ofNat, Nat.reduceSub]
    ring
  unfold holeCharge
  rw [intervalIntegral.integral_eq_sub_of_hasDerivAt h
    (Continuous.intervalIntegrable (by unfold holeDepth; fun_prop) _ _)]
  ring

/-- The inverse-distance moment of the cut-off hole in closed form. -/
theorem holeMoment_eq (a b s R : ℝ) :
    holeMoment a b s R = 4 * π * (a * R ^ 2 / 2 + b * s ^ 2 * R ^ 4 / 4) := by
  have h : ∀ u ∈ Set.uIcc 0 R, HasDerivAt
      (fun v : ℝ => 4 * π * a / 2 * v ^ 2 + 4 * π * b * s ^ 2 / 4 * v ^ 4)
      (4 * π * u * holeDepth a b s u) u := by
    intro u _
    refine (((hasDerivAt_pow 2 u).const_mul (4 * π * a / 2)).fun_add
      ((hasDerivAt_pow 4 u).const_mul (4 * π * b * s ^ 2 / 4))).congr_deriv ?_
    simp only [holeDepth, Nat.cast_ofNat, Nat.reduceSub]
    ring
  unfold holeMoment
  rw [intervalIntegral.integral_eq_sub_of_hasDerivAt h
    (Continuous.intervalIntegrable (by unfold holeDepth; fun_prop) _ _)]
  ring

/-- For `a ≥ 0`, `b > 0` and `s > 0` there is exactly one cutoff radius. -/
theorem existsUnique_cutoff {a b s : ℝ} (ha : 0 ≤ a) (hb : 0 < b) (hs : 0 < s) :
    ∃! R, IsCutoff a b s R := by
  have hπ := Real.pi_pos
  -- the enclosed charge grows strictly with the radius
  have mono : ∀ x y : ℝ, 0 < x → x < y → holeCharge a b s x < holeCharge a b s y := by
    intro x y hx hxy
    rw [holeCharge_eq, holeCharge_eq]
    have h3 : a * x ^ 3 ≤ a * y ^ 3 :=
      mul_le_mul_of_nonneg_left (pow_le_pow_left₀ hx.le hxy.le 3) ha
    have h5 : b * s ^ 2 * x ^ 5 < b * s ^ 2 * y ^ 5 :=
      mul_lt_mul_of_pos_left (pow_lt_pow_left₀ hxy hx.le (by norm_num)) (by positivity)
    exact mul_lt_mul_of_pos_left (by linarith) (by positivity)
  -- a sphere of radius M encloses at least unit charge
  have hC : 0 < 5 / (4 * π * b * s ^ 2) := by positivity
  obtain ⟨M, hM⟩ : ∃ M, M = 1 + 5 / (4 * π * b * s ^ 2) := ⟨_, rfl⟩
  have hM1 : 1 ≤ M := by linarith
  have hM5 : M ≤ M ^ 5 := le_self_pow₀ hM1 (by norm_num)
  have hbig : 5 ≤ M ^ 5 * (4 * π * b * s ^ 2) :=
    (div_le_iff₀ (by positivity)).mp (by linarith)
  have haM : 0 ≤ 4 * π * (a * M ^ 3 / 3) := by positivity
  have hcont : ContinuousOn
      (fun R : ℝ => 4 * π * (a * R ^ 3 / 3 + b * s ^ 2 * R ^ 5 / 5)) (Set.Icc 0 M) := by
    fun_prop
  have hM0 : (0 : ℝ) ≤ M := by linarith
  have hlow : 4 * π * (a * 0 ^ 3 / 3 + b * s ^ 2 * 0 ^ 5 / 5) ≤ 1 := by norm_num
  have hhigh : 1 ≤ 4 * π * (a * M ^ 3 / 3 + b * s ^ 2 * M ^ 5 / 5) := by linarith
  obtain ⟨R, hR, hfR'⟩ := intermediate_value_Icc hM0 hcont ⟨hlow, hhigh⟩
  have hfR : 4 * π * (a * R ^ 3 / 3 + b * s ^ 2 * R ^ 5 / 5) = 1 := hfR'
  clear hfR'
  have hR0 : R ≠ 0 := by
    rintro rfl
    norm_num at hfR
  refine ⟨R, ⟨lt_of_le_of_ne hR.1 hR0.symm, (holeCharge_eq a b s R).trans hfR⟩, ?_⟩
  intro y hy
  have hRc : holeCharge a b s R = 1 := (holeCharge_eq a b s R).trans hfR
  rcases lt_trichotomy y R with h | h | h
  · have := mono y R hy.1 h
    linarith [hy.2]
  · exact h
  · have := mono R y (lt_of_le_of_ne hR.1 hR0.symm) h
    linarith [hy.2]

private lemma fifth_root {x : ℝ} (hx : 0 ≤ x) :
    (x ^ 5) ^ (1 / 5 : ℝ) = x ∧ (x ^ (1 / 5 : ℝ)) ^ 5 = x := by
  constructor
  · rw [← Real.rpow_natCast x 5, ← Real.rpow_mul hx]
    norm_num
  · rw [← Real.rpow_natCast (x ^ (1 / 5 : ℝ)) 5, ← Real.rpow_mul hx]
    norm_num

private lemma scale_pow {s : ℝ} (hs : 0 < s) : (s ^ (2 / 5 : ℝ)) ^ 5 = s ^ 2 := by
  rw [← Real.rpow_natCast (s ^ (2 / 5 : ℝ)) 5, ← Real.rpow_mul hs.le]
  norm_num

private lemma limit_const {b : ℝ} (hb : 0 < b) :
    π * b * ((5 / (4 * π * b)) ^ (1 / 5 : ℝ)) ^ 4
      = 5 / 4 * (4 * π * b / 5) ^ (1 / 5 : ℝ) := by
  have hπ := Real.pi_pos
  have hC : 0 < 5 / (4 * π * b) := by positivity
  have hD : 0 < 4 * π * b / 5 := by positivity
  have h5 := (fifth_root hC.le).2
  have hK : (5 / (4 * π * b)) ^ (1 / 5 : ℝ) * (4 * π * b / 5) ^ (1 / 5 : ℝ) = 1 := by
    rw [← Real.mul_rpow hC.le hD.le,
      show 5 / (4 * π * b) * (4 * π * b / 5) = 1 by field_simp, Real.one_rpow]
  have hbC : π * b * (5 / (4 * π * b)) = 5 / 4 := by field_simp
  generalize (5 / (4 * π * b)) ^ (1 / 5 : ℝ) = c at h5 hK ⊢
  generalize (4 * π * b / 5) ^ (1 / 5 : ℝ) = K at hK ⊢
  linear_combination (-π * b * c ^ 4) * hK + π * b * K * h5 + K * hbC

private lemma moment_scaled (a b R : ℝ) {s : ℝ} (hs : 0 < s) :
    holeMoment a b s R
      = 2 * π * a * R ^ 2 + π * b * s ^ (2 / 5 : ℝ) * (s ^ (2 / 5 : ℝ) * R) ^ 4 := by
  rw [holeMoment_eq]
  linear_combination (-π * b * R ^ 4) * scale_pow hs

/-- The normalization condition for `b > 0` and `s > 0`, written for the scaled cutoff
radius `s^(2/5) R`. -/
theorem scaled_cutoff_pow {a b s R : ℝ} (hb : 0 < b) (hs : 0 < s) (h : IsCutoff a b s R) :
    (s ^ (2 / 5 : ℝ) * R) ^ 5 = 5 / (4 * π * b) * (1 - 4 * π * a * R ^ 3 / 3) := by
  have hπ := Real.pi_pos
  have h1 := h.2
  rw [holeCharge_eq] at h1
  rw [mul_pow, scale_pow hs, div_mul_eq_mul_div, eq_div_iff (by positivity)]
  linear_combination 5 * h1

/-- For `a ≥ 0` and `b > 0` the cutoff radius shrinks to zero as the reduced gradient
grows without bound. -/
theorem cutoff_tendsto_zero {a b : ℝ} (ha : 0 ≤ a) (hb : 0 < b) {R : ℝ → ℝ}
    (hR : ∀ s, 0 < s → IsCutoff a b s (R s)) : Tendsto R atTop (𝓝 0) := by
  have hπ := Real.pi_pos
  have hC : 0 < 5 / (4 * π * b) := by positivity
  have hlim : Tendsto (fun s : ℝ => (1 + 5 / (4 * π * b)) / s ^ (2 / 5 : ℝ)) atTop (𝓝 0) :=
    (tendsto_rpow_atTop (by norm_num)).const_div_atTop _
  refine squeeze_zero' ?_ ?_ hlim
  · filter_upwards [eventually_gt_atTop 0] with s hs
    exact (hR s hs).1.le
  · filter_upwards [eventually_gt_atTop 0] with s hs
    have hRs := (hR s hs).1
    rw [le_div_iff₀ (Real.rpow_pos_of_pos hs _), mul_comm (R s)]
    by_contra hcon
    have hX := not_le.mp hcon
    -- the fifth power of the scaled radius is bounded
    have hpos : 0 ≤ 4 * π * a * R s ^ 3 / 3 := by positivity
    have hle : 5 / (4 * π * b) * (1 - 4 * π * a * R s ^ 3 / 3) ≤ 5 / (4 * π * b) :=
      mul_le_of_le_one_right hC.le (by linarith)
    rw [← scaled_cutoff_pow hb hs (hR s hs)] at hle
    have hself : s ^ (2 / 5 : ℝ) * R s ≤ (s ^ (2 / 5 : ℝ) * R s) ^ 5 :=
      le_self_pow₀ (by linarith) (by norm_num)
    linarith

/-- For `a ≥ 0` and `b > 0` the scaled cutoff radius `s^(2/5) R(s)` tends to
`(5/(4πb))^(1/5)` at large reduced gradient. -/
theorem scaled_cutoff_tendsto {a b : ℝ} (ha : 0 ≤ a) (hb : 0 < b) {R : ℝ → ℝ}
    (hR : ∀ s, 0 < s → IsCutoff a b s (R s)) :
    Tendsto (fun s => s ^ (2 / 5 : ℝ) * R s) atTop
      (𝓝 ((5 / (4 * π * b)) ^ (1 / 5 : ℝ))) := by
  have h5 := (((((cutoff_tendsto_zero ha hb hR).pow 3).const_mul
    (4 * π * a)).div_const 3).const_sub 1).const_mul (5 / (4 * π * b))
  rw [show 5 / (4 * π * b) * (1 - 4 * π * a * 0 ^ 3 / 3) = 5 / (4 * π * b) by ring] at h5
  refine (h5.rpow_const (p := 1 / 5) (Or.inr (by norm_num))).congr' ?_
  filter_upwards [eventually_gt_atTop 0] with s hs
  rw [← scaled_cutoff_pow hb hs (hR s hs)]
  have hX : 0 < s ^ (2 / 5 : ℝ) * R s :=
    mul_pos (Real.rpow_pos_of_pos hs _) (hR s hs).1
  exact (fifth_root hX.le).1

/-- Large-gradient law of the real-space cutoff: for `a ≥ 0` and `b > 0` the
inverse-distance moment of the normalized hole, divided by `s^(2/5)`, tends to
`(5/4)(4πb/5)^(1/5)` as `s → ∞`. -/
theorem moment_tendsto {a b : ℝ} (ha : 0 ≤ a) (hb : 0 < b) {R : ℝ → ℝ}
    (hR : ∀ s, 0 < s → IsCutoff a b s (R s)) :
    Tendsto (fun s => holeMoment a b s (R s) / s ^ (2 / 5 : ℝ)) atTop
      (𝓝 (5 / 4 * (4 * π * b / 5) ^ (1 / 5 : ℝ))) := by
  -- the on-top term dies out, the gradient term survives
  have h1 := (((cutoff_tendsto_zero ha hb hR).pow 2).const_mul (2 * π * a)).div_atTop
    (tendsto_rpow_atTop (by norm_num : (0 : ℝ) < 2 / 5))
  have h2 := ((scaled_cutoff_tendsto ha hb hR).pow 4).const_mul (π * b)
  rw [limit_const hb] at h2
  have h3 := h1.add h2
  rw [zero_add] at h3
  refine h3.congr' ?_
  filter_upwards [eventually_gt_atTop 0] with s hs
  have ht : s ^ (2 / 5 : ℝ) ≠ 0 := (Real.rpow_pos_of_pos hs _).ne'
  rw [moment_scaled a b (R s) hs, eq_div_iff ht, add_mul, div_mul_cancel₀ _ ht]
  ring

/-- For a hole with zero on-top depth and `b > 0`, the moment at the cutoff radius equals
`(5/4)(4πb/5)^(1/5) s^(2/5)` at every `s > 0`. -/
theorem moment_eq_of_zero_onTop {b s R : ℝ} (hb : 0 < b) (hs : 0 < s)
    (h : IsCutoff 0 b s R) :
    holeMoment 0 b s R = 5 / 4 * (4 * π * b / 5) ^ (1 / 5 : ℝ) * s ^ (2 / 5 : ℝ) := by
  have hp : (s ^ (2 / 5 : ℝ) * R) ^ 5 = 5 / (4 * π * b) := by
    rw [scaled_cutoff_pow hb hs h]
    ring
  have hX : s ^ (2 / 5 : ℝ) * R = (5 / (4 * π * b)) ^ (1 / 5 : ℝ) := by
    rw [← hp]
    exact (fifth_root (mul_pos (Real.rpow_pos_of_pos hs _) h.1).le).1.symm
  rw [moment_scaled 0 b R hs, hX, ← limit_const hb]
  ring

end

end RealSpaceCutoffHole
```

```lean
#print axioms RealSpaceCutoffHole.holeCharge_eq
-- 'RealSpaceCutoffHole.holeCharge_eq' depends on axioms: [propext, Classical.choice, Quot.sound]
#print axioms RealSpaceCutoffHole.existsUnique_cutoff
-- 'RealSpaceCutoffHole.existsUnique_cutoff' depends on axioms: [propext, Classical.choice, Quot.sound]
#print axioms RealSpaceCutoffHole.moment_tendsto
-- 'RealSpaceCutoffHole.moment_tendsto' depends on axioms: [propext, Classical.choice, Quot.sound]
#print axioms RealSpaceCutoffHole.moment_eq_of_zero_onTop
-- 'RealSpaceCutoffHole.moment_eq_of_zero_onTop' depends on axioms: [propext, Classical.choice, Quot.sound]
```

## What the theorems say about the hole, and where they stop

**The definitions in physical terms.** `holeDepth` is $h(u)$. `holeCharge` and `holeMoment` are defined as integrals over $[0,R]$, and their closed forms are proved afterwards. `IsCutoff a b s R` says that $R$ is positive and encloses unit charge. All variables are real numbers, and units play no part.

In `moment_tendsto`, the radius is a function `R : ℝ → ℝ` with the hypothesis `hR` that `R s` is a cutoff for every `s > 0`. Its values at other `s` are irrelevant. `existsUnique_cutoff` shows that such a function exists and is determined for all positive `s`. `Tendsto ... atTop (𝓝 ...)` is the ordinary limit $s\to\infty$.

**The steps in the proof.** `holeCharge_eq` and `holeMoment_eq` differentiate the proposed antiderivatives and apply the fundamental theorem of calculus. In `existsUnique_cutoff`, the internal statement `mono` is the strict growth of $Q$, `intermediate_value_Icc` finds the root below $M$, and comparing any second root with the first gives uniqueness.

Three private lemmas handle the fractional powers. `fifth_root` says that fifth powers and fifth roots undo each other for nonnegative numbers, `scale_pow` is $(s^{2/5})^5=s^2$, and `limit_const` is the simplification with $c$ and $K$. `moment_scaled` and `scaled_cutoff_pow` rewrite the moment and the normalisation in terms of $X$.

`cutoff_tendsto_zero` squeezes $R$ between 0 and $(1+C)/s^{2/5}$, proving the upper bound by contradiction as above. `scaled_cutoff_tendsto` takes the fifth root of the limit of $X^5$. In `moment_tendsto`, `h1` is the vanishing on-top term and `h2` the surviving gradient term; their sum is then matched with $W/s^{2/5}$ for positive $s$. `moment_eq_of_zero_onTop` is the identity for $a=0$.

**Without $b>0$.** Take $a=1$ and $b=-1$. The enclosed charge is largest at $R=1/s$, where it equals $8\pi/(15s^3)$. At $s=2$ this is $\pi/15\approx0.21$, and it is smaller still for larger $s$. No radius encloses unit charge, so a root finder has nothing to find and there is no large-$s$ limit to take. The case $b=0$ is different: for any $a>0$ the cutoff is $R=(3/(4\pi a))^{1/3}$ at every $s$, so the radius does not shrink to zero. The moment is then $W=3/(2R)$, also independent of $s$. The ratio $W/s^{2/5}$ still tends to the stated constant, but that constant is now zero and there is no $s^{2/5}$ growth.

**Limits of the model.** The hole depth is a nonnegative polynomial in $u$. Gradient-expansion holes used to construct functionals can have a more complicated dependence on $u$, including regions of the wrong sign that must be removed before normalising. The 2/5 law is established here for the polynomial alone. The unit-charge condition is imposed as the sum rule, not derived from a wavefunction, and $a$ and $b$ are free parameters. The exact exchange hole of a closed-shell determinant has $a=1/2$, so the case $a=0$ is a numerical test and not a physical exchange hole.

The limit theorem gives no rate of convergence, so it does not say how large $s$ must be for a given accuracy. It also concerns real numbers, which leaves rounding, quadrature error and the stopping criterion of the root finder to be controlled in the code.
